# The canonical anticommutation relations hold exactly when the Majorana elements form a Clifford family

In a mean-field description of a superconductor, the quasiparticle operators mix electron annihilation with electron creation. Whether the mixed operators still describe fermions can be read off from the self-adjoint combinations

\[ x_j = a_j + a_j^*, \qquad y_j = i(a_j - a_j^*), \]

known as Majorana elements. Write \(\{u,v\} = uv+vu\). The setting is a ring \(A\) that is a star-algebra over \(\mathbb{C}\), with `star` as the adjoint; no Hilbert space or norm is assumed.

In Lean 4 with Mathlib:

```lean
import Mathlib

open Matrix

namespace MajoranaCriterion

noncomputable section

variable {A : Type*} [Ring A] [StarRing A] [Algebra ℂ A] [StarModule ℂ A]
variable {ι κ : Type*}
```

The canonical anticommutation relations (CAR) are \(\{a_i,a_j\}=0\) and \(\{a_i,a_j^*\}=\delta_{ij}\). The case \(i=j\) of the first gives \(a_i^2=0\), the exclusion principle. The set `ι` of mode labels may be infinite here.

```lean
/-- The canonical anticommutation relations for a family of annihilation operators. -/
def IsCAR [DecidableEq ι] (a : ι → A) : Prop :=
  (∀ i j, a i * a j + a j * a i = 0) ∧
  (∀ i j, a i * star (a j) + star (a j) * a i = if i = j then 1 else 0)
```

A Clifford family consists of self-adjoint elements with square 1 that pairwise anticommute.

```lean
/-- A family of self-adjoint elements that square to one and pairwise anticommute. -/
def IsClifford (g : κ → A) : Prop :=
  (∀ p, star (g p) = g p) ∧ (∀ p, g p * g p = 1) ∧
  (∀ p q, p ≠ q → g p * g q + g q * g p = 0)
```

The doubled family is indexed by `ι ⊕ ι`: `Sum.inl j` labels \(x_j\) and `Sum.inr j` labels \(y_j\).

```lean
/-- The doubled family `a_j + a_j*` (left copy) and `i (a_j - a_j*)` (right copy). -/
def majorana (a : ι → A) : ι ⊕ ι → A :=
  Sum.elim (fun j => a j + star (a j)) (fun j => Complex.I • (a j - star (a j)))
```

In this normalisation \(a_j = (x_j - i y_j)/2\), and `modes` applies that formula to any doubled family.

```lean
/-- The operators `(x_j - i y_j) / 2` built from a doubled family `x_j`, `y_j`. -/
def modes (g : ι ⊕ ι → A) : ι → A :=
  fun j => (1 / 2 : ℂ) • (g (Sum.inl j) - Complex.I • g (Sum.inr j))
```

For a finite family and a real matrix \(O\), `rotate` forms \(h_p=\sum_q O_{pq}\,g_q\). The name does not presuppose that \(O\) is orthogonal.

```lean
/-- Real linear mixing of a family by a matrix `O`. -/
def rotate [Fintype κ] (O : Matrix κ κ ℝ) (g : κ → A) : κ → A :=
  fun p => ∑ q, (O p q : ℂ) • g q
```

## (a) Four anticommutators for one pair of modes

**Task.** Let \(a,b,a',b',d\in A\). Show that \(\{a,b\}=\{a',b'\}=0\) and \(\{a,b'\}=\{a',b\}=d\) hold exactly when \(a+a'\), \(i(a-a')\) have anticommutators \(2d\), \(0\), \(0\), \(2d\) with \(b+b'\), \(i(b-b')\).

**Solution.** Put \(P=\{a,b\}\), \(Q=\{a',b'\}\), \(R=\{a,b'\}\), \(S=\{a',b\}\). Expanding gives

\[
\begin{aligned}
\{a+a',\,b+b'\} &= P+Q+R+S,\\
\{i(a-a'),\,i(b-b')\} &= R+S-P-Q,\\
\{a+a',\,i(b-b')\} &= i(P-Q-R+S),\\
\{i(a-a'),\,b+b'\} &= i(P-Q+R-S).
\end{aligned}
\]

Inserting \(P=Q=0\), \(R=S=d\) gives the forward direction. Conversely, the first two lines equal to \(2d\) give \(P+Q=0\) and \(R+S=2d\); the last two equal to zero give \(P-Q=0\) and \(R-S=0\). Hence \(P=Q=0\) and \(R=S=d\).

In the code, `e1`, `e2` and `e3` extract the factors of \(i\), `hI` cancels them, and each `linear_combination` solves for one anticommutator. The primes are independent elements, so no adjoint is used yet.

```lean
omit [StarRing A] [StarModule ℂ A] in
/-- Write `{u, v} = u v + v u`. For arbitrary elements, `{a, b} = {a', b'} = 0` and `{a, b'} = {a',
b} = d` hold exactly when `{a + a', b + b'}` and `{i (a - a'), i (b - b')}` equal `2 d` while `{a +
a', i (b - b')}` and `{i (a - a'), b + b'}` vanish. -/
theorem pair_relations_iff (a b a' b' d : A) :
    (a * b + b * a = 0 ∧ a' * b' + b' * a' = 0 ∧
      a * b' + b' * a = d ∧ a' * b + b * a' = d) ↔
    ((a + a') * (b + b') + (b + b') * (a + a') = (2 : ℂ) • d ∧
      (Complex.I • (a - a')) * (Complex.I • (b - b')) +
        (Complex.I • (b - b')) * (Complex.I • (a - a')) = (2 : ℂ) • d ∧
      (a + a') * (Complex.I • (b - b')) + (Complex.I • (b - b')) * (a + a') = 0 ∧
      (Complex.I • (a - a')) * (b + b') + (b + b') * (Complex.I • (a - a')) = 0) := by
  -- pull the imaginary units out of the anticommutators
  have e1 : ∀ u v : A, (Complex.I • u) * (Complex.I • v) + (Complex.I • v) * (Complex.I • u)
      = -(u * v + v * u) := by
    intro u v
    simp only [smul_mul_assoc, mul_smul_comm, smul_smul, Complex.I_mul_I, neg_smul, one_smul]
    abel
  have e2 : ∀ u v : A, u * (Complex.I • v) + (Complex.I • v) * u
      = Complex.I • (u * v + v * u) := by
    intro u v
    simp only [smul_mul_assoc, mul_smul_comm, smul_add]
  have e3 : ∀ u v : A, (Complex.I • u) * v + v * (Complex.I • u)
      = Complex.I • (u * v + v * u) := by
    intro u v
    simp only [smul_mul_assoc, mul_smul_comm, smul_add]
  have hI : ∀ z : A, Complex.I • z = 0 ↔ z = 0 := by
    intro z
    constructor
    · intro h
      calc z = (-Complex.I) • (Complex.I • z) := by
            rw [smul_smul, neg_mul, Complex.I_mul_I, neg_neg, one_smul]
        _ = 0 := by rw [h, smul_zero]
    · intro h
      rw [h, smul_zero]
  rw [e1, e2, e3, hI, hI]
  -- what remains is an invertible linear system for four anticommutators
  constructor
  · rintro ⟨h1, h2, h3, h4⟩
    refine ⟨?_, ?_, ?_, ?_⟩
    · linear_combination (norm := (simp only [mul_add, add_mul]; module)) h1 + h2 + h3 + h4
    · linear_combination (norm := (simp only [mul_sub, sub_mul]; module)) h3 + h4 - h1 - h2
    · linear_combination (norm := (simp only [mul_add, add_mul, mul_sub, sub_mul]; module))
        h1 - h3 + h4 - h2
    · linear_combination (norm := (simp only [mul_add, add_mul, mul_sub, sub_mul]; module))
        h1 + h3 - h4 - h2
  · rintro ⟨h1, h2, h3, h4⟩
    refine ⟨?_, ?_, ?_, ?_⟩
    · linear_combination (norm := (simp only [mul_add, add_mul, mul_sub, sub_mul]; module))
        (1 / 4 : ℂ) • (h1 - h2 + h3 + h4)
    · linear_combination (norm := (simp only [mul_add, add_mul, mul_sub, sub_mul]; module))
        (1 / 4 : ℂ) • (h1 - h2 - h3 - h4)
    · linear_combination (norm := (simp only [mul_add, add_mul, mul_sub, sub_mul]; module))
        (1 / 4 : ℂ) • (h1 + h2 - h3 + h4)
    · linear_combination (norm := (simp only [mul_add, add_mul, mul_sub, sub_mul]; module))
        (1 / 4 : ℂ) • (h1 + h2 + h3 - h4)
```

## (b) The Clifford relations in one formula

**Task.** For self-adjoint \(g_p\), show that the Clifford relations are equivalent to \(\{g_p,g_q\}=2\delta_{pq}\).

**Solution.** For \(p\ne q\) the two statements coincide. For \(p=q\) the formula reads \(2g_p^2=2\), and division by 2 gives \(g_p^2=1\). The proof makes the same case split.

```lean
omit [StarModule ℂ A] in
/-- Polarised form of the Clifford relations: `g_p g_q + g_q g_p = 2 δ_pq`. -/
theorem isClifford_iff [DecidableEq κ] (g : κ → A) :
    IsClifford g ↔ (∀ p, star (g p) = g p) ∧
      ∀ p q, g p * g q + g q * g p = (2 : ℂ) • (if p = q then (1 : A) else 0) := by
  constructor
  · rintro ⟨hs, h1, h0⟩
    refine ⟨hs, fun p q => ?_⟩
    by_cases h : p = q
    · subst h
      rw [if_pos rfl, h1, two_smul]
    · rw [if_neg h, smul_zero]
      exact h0 p q h
  · rintro ⟨hs, H⟩
    refine ⟨hs, fun p => ?_, fun p q h => ?_⟩
    · have e := H p p
      rw [if_pos rfl] at e
      linear_combination (norm := module) (1 / 2 : ℂ) • e
    · have e := H p q
      rwa [if_neg h, smul_zero] at e
```

## (c) Self-adjointness of the Majorana elements

**Task.** Show that \(x_j\) and \(y_j\) are self-adjoint for any family \(a\).

**Solution.** We have \((a_j+a_j^*)^*=a_j^*+a_j\) and \((i(a_j-a_j^*))^*=-i(a_j^*-a_j)=i(a_j-a_j^*)\). The CAR are not needed.

```lean
/-- The elements `a_j + a_j*` and `i (a_j - a_j*)` are self-adjoint for any family `a`. -/
theorem star_majorana (a : ι → A) (p : ι ⊕ ι) : star (majorana a p) = majorana a p := by
  rcases p with j | j
  · simp only [majorana, Sum.elim_inl, star_add, star_star]
    abel
  · simp only [majorana, Sum.elim_inr, star_smul, star_sub, star_star, Complex.star_def,
      Complex.conj_I]
    module
```

## (d) Equivalence of the CAR and the Clifford relations

**Task.** Show that \(a\) satisfies the CAR if and only if its Majorana elements form a Clifford family.

**Solution.** The CAR imply the two relations missing from their definition:

\[ \{a_i^*,a_j^*\}=\{a_j,a_i\}^*=0, \qquad \{a_i^*,a_j\}=\{a_j,a_i^*\}=\delta_{ij}. \]

Now apply (a) to each pair \(i,j\), with \(a_i,a_j\) as the unprimed elements, their adjoints as the primed ones, and \(d=\delta_{ij}\). The result is

\[ \{x_i,x_j\}=\{y_i,y_j\}=2\delta_{ij}, \qquad \{x_i,y_j\}=\{y_i,x_j\}=0, \]

which is the form in (b); self-adjointness comes from (c). The converse reads (a) backwards.

The facts `hs` and `ht` are the two missing relations, `d1` to `d4` translate the Kronecker delta on `ι ⊕ ι` into the one on `ι`, and `K` is (a) for every pair.

```lean
/-- A family satisfies the canonical anticommutation relations if and only if the elements
`a_j + a_j*` and `i (a_j - a_j*)` are self-adjoint, square to one and pairwise anticommute. -/
theorem isCAR_iff_isClifford_majorana [DecidableEq ι] (a : ι → A) :
    IsCAR a ↔ IsClifford (majorana a) := by
  have d1 : ∀ i j : ι, (if (Sum.inl i : ι ⊕ ι) = Sum.inl j then (1 : A) else 0)
      = if i = j then 1 else 0 := by
    intro i j
    by_cases h : i = j <;> simp [h]
  have d2 : ∀ i j : ι, (if (Sum.inr i : ι ⊕ ι) = Sum.inr j then (1 : A) else 0)
      = if i = j then 1 else 0 := by
    intro i j
    by_cases h : i = j <;> simp [h]
  have d3 : ∀ i j : ι, (if (Sum.inl i : ι ⊕ ι) = Sum.inr j then (1 : A) else 0) = 0 := by
    intro i j
    simp
  have d4 : ∀ i j : ι, (if (Sum.inr i : ι ⊕ ι) = Sum.inl j then (1 : A) else 0) = 0 := by
    intro i j
    simp
  rw [isClifford_iff]
  constructor
  · rintro ⟨h0, h1⟩
    refine ⟨star_majorana a, ?_⟩
    -- the two relations not listed in the definition follow by taking adjoints and swapping
    have hs : ∀ i j, star (a i) * star (a j) + star (a j) * star (a i) = 0 := by
      intro i j
      simpa only [star_add, star_mul, star_zero] using congrArg star (h0 j i)
    have ht : ∀ i j, star (a i) * a j + a j * star (a i) = if i = j then 1 else 0 := by
      intro i j
      rw [add_comm, h1 j i]
      by_cases h : i = j
      · simp [h]
      · simp [h, Ne.symm h]
    have K := fun i j => (pair_relations_iff (a i) (a j) (star (a i)) (star (a j))
      (if i = j then 1 else 0)).1 ⟨h0 i j, hs i j, h1 i j, ht i j⟩
    rintro (i | i) (j | j)
    · rw [d1]; exact (K i j).1
    · rw [d3, smul_zero]; exact (K i j).2.2.1
    · rw [d4, smul_zero]; exact (K i j).2.2.2
    · rw [d2]; exact (K i j).2.1
  · rintro ⟨-, H⟩
    have K := fun i j => (pair_relations_iff (a i) (a j) (star (a i)) (star (a j))
      (if i = j then 1 else 0)).2
      ⟨(H (Sum.inl i) (Sum.inl j)).trans (by rw [d1]),
       (H (Sum.inr i) (Sum.inr j)).trans (by rw [d2]),
       (H (Sum.inl i) (Sum.inr j)).trans (by rw [d3, smul_zero]),
       (H (Sum.inr i) (Sum.inl j)).trans (by rw [d4, smul_zero])⟩
    exact ⟨fun i j => (K i j).1, fun i j => (K i j).2.2.1⟩
```

## (e) Recovering a doubled family from its modes

**Task.** Let \(x_j,y_j\) now be any self-adjoint elements and \(c_j=(x_j-iy_j)/2\). Show that the Majorana elements of \(c\) are \(x_j,y_j\).

**Solution.** Since \(c_j^*=(x_j+iy_j)/2\), we get \(c_j+c_j^*=x_j\) and \(i(c_j-c_j^*)=i(-iy_j)=y_j\).

```lean
/-- A self-adjoint doubled family is recovered from the modes built out of it. -/
theorem majorana_modes (g : ι ⊕ ι → A) (hg : ∀ p, star (g p) = g p) :
    majorana (modes g) = g := by
  have hs : ∀ j, star (modes g j)
      = (1 / 2 : ℂ) • (g (Sum.inl j) + Complex.I • g (Sum.inr j)) := by
    intro j
    simp only [modes, star_smul, star_sub, hg, Complex.star_def, Complex.conj_I, map_div₀,
      map_one, map_ofNat]
    module
  funext p
  rcases p with j | j
  · simp only [majorana, Sum.elim_inl, hs]
    simp only [modes]
    module
  · simp only [majorana, Sum.elim_inr, hs]
    simp only [modes]
    trans (-(Complex.I * Complex.I)) • g (Sum.inr j)
    · module
    · rw [Complex.I_mul_I, neg_neg, one_smul]
```

## (f) Real mixing preserves self-adjointness

**Task.** Show that \(h_p=\sum_q O_{pq}\,g_q\) is self-adjoint if every \(g_q\) is.

**Solution.** The coefficients are real, so \(h_p^*=\sum_q \overline{O_{pq}}\,g_q^*=h_p\).

```lean
/-- Real linear mixing keeps a family self-adjoint. -/
theorem star_rotate [Fintype κ] (O : Matrix κ κ ℝ) (g : κ → A)
    (hg : ∀ p, star (g p) = g p) (p : κ) : star (rotate O g p) = rotate O g p := by
  simp only [rotate, star_sum, star_smul, Complex.star_def, Complex.conj_ofReal, hg]
```

## (g) Orthogonality from the Clifford relations

**Task.** Let \(g\) be a finite Clifford family and \(1\neq 0\) in \(A\). Show that \(h\) is a Clifford family exactly when \(OO^{T}=1\).

**Solution.** By (b),

\[ \{h_p,h_r\}=\sum_{q,s}O_{pq}O_{rs}\{g_q,g_s\}=2\sum_q O_{pq}O_{rq}=2(OO^{T})_{pr}. \]

With (f), the Clifford relations for \(h\) therefore say that \((OO^{T})_{pr}\,1=\delta_{pr}\,1\) in \(A\). Because \(1\ne0\), the numbers themselves agree. This condition, `Nontrivial A`, holds for operators on any nonzero state space.

The double sum is `key`; injectivity of `algebraMap ℂ A` is the step from \(A\) back to numbers.

```lean
/-- Real linear mixing of a Clifford family gives a Clifford family exactly when the mixing
matrix is orthogonal. -/
theorem isClifford_rotate_iff [Nontrivial A] [Fintype κ] [DecidableEq κ] (g : κ → A)
    (hg : IsClifford g) (O : Matrix κ κ ℝ) : IsClifford (rotate O g) ↔ O * Oᵀ = 1 := by
  obtain ⟨hs, H⟩ := (isClifford_iff g).1 hg
  -- the anticommutators of the mixed family are the entries of `2 O Oᵀ`
  have key : ∀ p r, rotate O g p * rotate O g r + rotate O g r * rotate O g p
      = (2 : ℂ) • (((O * Oᵀ) p r : ℝ) : ℂ) • (1 : A) := by
    intro p r
    have h1 : rotate O g p * rotate O g r
        = ∑ q, ∑ s, ((O p q : ℂ) • g q) * ((O r s : ℂ) • g s) := by
      unfold rotate
      rw [Finset.sum_mul_sum]
    have h2 : rotate O g r * rotate O g p
        = ∑ q, ∑ s, ((O r s : ℂ) • g s) * ((O p q : ℂ) • g q) := by
      unfold rotate
      rw [Finset.sum_mul_sum]
      exact Finset.sum_comm
    have h3 : rotate O g p * rotate O g r + rotate O g r * rotate O g p
        = ∑ q, ∑ s, ((O p q : ℂ) * (O r s : ℂ)) • (g q * g s + g s * g q) := by
      rw [h1, h2, ← Finset.sum_add_distrib]
      refine Finset.sum_congr rfl fun q _ => ?_
      rw [← Finset.sum_add_distrib]
      refine Finset.sum_congr rfl fun s _ => ?_
      simp only [smul_mul_assoc, mul_smul_comm]
      module
    rw [h3, Matrix.mul_apply]
    simp only [H, smul_ite, smul_zero, Finset.sum_ite_eq, Finset.mem_univ, if_true,
      Matrix.transpose_apply, Complex.ofReal_sum, Complex.ofReal_mul, Finset.sum_smul,
      Finset.smul_sum]
    refine Finset.sum_congr rfl fun q _ => ?_
    module
  have d : ∀ p q : κ, (if p = q then (1 : A) else 0)
      = (((1 : Matrix κ κ ℝ) p q : ℝ) : ℂ) • (1 : A) := by
    intro p q
    by_cases h : p = q <;> simp [h, Matrix.one_apply]
  rw [isClifford_iff]
  constructor
  · rintro ⟨-, h⟩
    ext p q
    have e := (key p q).symm.trans (h p q)
    rw [d] at e
    have e' : (((O * Oᵀ) p q : ℝ) : ℂ) • (1 : A)
        = (((1 : Matrix κ κ ℝ) p q : ℝ) : ℂ) • (1 : A) := by
      linear_combination (norm := module) (1 / 2 : ℂ) • e
    -- scalars embed faithfully in a nontrivial algebra
    apply Complex.ofReal_injective
    apply (algebraMap ℂ A).injective
    rw [Algebra.algebraMap_eq_smul_one, Algebra.algebraMap_eq_smul_one]
    exact e'
  · intro h
    exact ⟨star_rotate O g hs, fun p q => by rw [key, h, d]⟩
```

## (h) Bogoliubov transformations

**Task.** Let \(1\neq 0\) in \(A\). Mix the Majorana elements of a finite CAR family by a real matrix \(O\) and rebuild modes. Show that they satisfy the CAR exactly when \(OO^{T}=1\).

**Solution.** By (d), the new modes satisfy the CAR exactly when their Majorana elements form a Clifford family. By (e) and (f) those elements are the mixed family. The original Majorana elements form a Clifford family, again by (d), so (g) gives the condition. The three lines of the proof follow this order.

A quasiparticle transformation \(c_j=\sum_k(u_{jk}a_k+v_{jk}a_k^*)\) with complex coefficients is of this form: inserting \(a_k=(x_k-iy_k)/2\) shows that \(c_j+c_j^*\) and \(i(c_j-c_j^*)\) are real combinations of the \(x_k,y_k\). For finitely many modes, orthogonality of the resulting real matrix is therefore equivalent to the CAR for the quasiparticles. It concerns the algebra alone and involves no Hamiltonian.

```lean
/-- Bogoliubov transformations: mixing the elements `a_j + a_j*`, `i (a_j - a_j*)` of a CAR
family by a real matrix yields modes obeying the CAR exactly when the matrix is orthogonal. -/
theorem isCAR_bogoliubov_iff [Nontrivial A] [Fintype ι] [DecidableEq ι] (a : ι → A)
    (ha : IsCAR a) (O : Matrix (ι ⊕ ι) (ι ⊕ ι) ℝ) :
    IsCAR (modes (rotate O (majorana a))) ↔ O * Oᵀ = 1 := by
  rw [isCAR_iff_isClifford_majorana,
    majorana_modes _ (star_rotate O _ (star_majorana a))]
  exact isClifford_rotate_iff _ ((isCAR_iff_isClifford_majorana a).1 ha) O
```

## (i) Two modes as 4 × 4 matrices

**Task.** Give two explicit matrices that satisfy the CAR.

**Solution.** Let \(s=\begin{pmatrix}0&1\\0&0\end{pmatrix}\) and \(Z=\mathrm{diag}(1,-1)\), and take \(a_0=s\otimes 1\), \(a_1=Z\otimes s\).

```lean
/-- Two explicit 4 by 4 integer matrices, the second carrying a sign on its lower block. -/
def twoModesInt : Fin 2 → Matrix (Fin 4) (Fin 4) ℤ :=
  ![!![0, 0, 1, 0; 0, 0, 0, 1; 0, 0, 0, 0; 0, 0, 0, 0],
    !![0, 1, 0, 0; 0, 0, 0, 0; 0, 0, 0, -1; 0, 0, 0, 0]]
```

The entries are integers, read as complex numbers.

```lean
/-- The same two matrices with their entries read as complex numbers. -/
def twoModes (k : Fin 2) : Matrix (Fin 4) (Fin 4) ℂ :=
  (Int.castRingHom ℂ).mapMatrix (twoModesInt k)
```

From \(s^2=0\), \(\{s,s^{T}\}=1\) and \(Z^2=1\) follow \(a_0^2=a_1^2=0\) and \(\{a_0,a_0^*\}=\{a_1,a_1^*\}=1\). Both \(s\) and \(s^{T}\) anticommute with \(Z\), so the mixed anticommutators vanish. By (d), the Majorana elements are four Hermitian 4 × 4 matrices with \(\{g_p,g_q\}=2\delta_{pq}\), that is, a set of Euclidean Dirac matrices.

The proof computes the relations over the integers with `decide +kernel` and carries them to \(\mathbb{C}\) by the ring homomorphism; `hs` identifies the adjoint with the transpose.

```lean
/-- The two explicit matrices satisfy the canonical anticommutation relations. -/
theorem isCAR_witness : IsCAR twoModes := by
  -- the relations hold over the integers by direct computation
  have h0 : ∀ i j, twoModesInt i * twoModesInt j + twoModesInt j * twoModesInt i = 0 := by
    decide +kernel
  have h1 : ∀ i j, twoModesInt i * (twoModesInt j)ᵀ + (twoModesInt j)ᵀ * twoModesInt i
      = if i = j then 1 else 0 := by
    decide +kernel
  have hs : ∀ j, star (twoModes j) = (Int.castRingHom ℂ).mapMatrix (twoModesInt j)ᵀ := by
    intro j
    ext r s
    simp [twoModes, Matrix.star_apply]
  refine ⟨fun i j => ?_, fun i j => ?_⟩
  · have e := congrArg (Int.castRingHom ℂ).mapMatrix (h0 i j)
    rw [map_add, map_mul, map_mul, map_zero] at e
    exact e
  · have e := congrArg (Int.castRingHom ℂ).mapMatrix (h1 i j)
    rw [map_add, map_mul, map_mul] at e
    rw [hs]
    refine e.trans ?_
    split_ifs
    · exact map_one _
    · exact map_zero _

end

end MajoranaCriterion
```

```lean
#print axioms MajoranaCriterion.isCAR_iff_isClifford_majorana
-- 'MajoranaCriterion.isCAR_iff_isClifford_majorana' depends on axioms: [propext, Classical.choice, Quot.sound]
#print axioms MajoranaCriterion.isCAR_bogoliubov_iff
-- 'MajoranaCriterion.isCAR_bogoliubov_iff' depends on axioms: [propext, Classical.choice, Quot.sound]
```
